# Linear extrapolation of a dimer's bonding density loses electrons when the overlap changes in equal steps, and extrapolating PS does not

Two identical atoms approach each other during a Born-Oppenheimer trajectory, each carrying the same normalised basis function, with one electron in the bonding orbital. I want a starting density for the next step, so I extrapolate the last two density matrices, $2P_1-P_0$. Each of them held exactly one electron. With overlaps 0.2, 0.3 and 0.4 at the three steps, though, the predicted density holds only about 0.987 electrons. I suspected a sign, so I ran the steps backwards, with the atoms separating, and got about 0.989: again too few. The coefficients 2 and −1 add up to one, so where does the charge go? And why does it stay put if I extrapolate the product $PS$ instead?

## Each old density is normalised for its own overlap

The coefficients do add up to one, but the numbers they multiply are no longer one electron each. Let $S(s)=\begin{pmatrix}1&s\\s&1\end{pmatrix}$ be the overlap matrix and $J$ the $2\times2$ all-ones matrix. With the signs of the basis functions chosen so that $s>0$, the normalised bonding orbital of two identical atoms has both coefficients equal to $1/\sqrt{2(1+s)}$, so its density matrix is $P(s)=J/(2(1+s))$. Since $JS(t)=(1+t)J$ and $\operatorname{tr}J=2$,

$$P(s)S(t)=\frac{1+t}{2(1+s)}\,J,\qquad \operatorname{tr}\big(P(s)S(t)\big)=\frac{1+t}{1+s}.$$

This is one electron only for $t=s$. Write $1+s_0=u-h$, $1+s_1=u$, $1+s_2=u+h$. Measured with the new overlap, the prediction holds

$$\frac{2(u+h)}{u}-\frac{u+h}{u-h}=\frac{(u+h)(u-2h)}{u(u-h)}=1-\frac{2h^2}{u(u-h)}$$

electrons. The numerator of the loss contains $h$ only as $h^2$, and the denominator is positive when $1+s_0$ and $1+s_1$ are, so approach and separation both lose charge, though not equally much. The reason is convexity: $P$ scales as $1/(1+s)$, and a straight line through two points of a strictly convex function runs below it further on.

The product behaves differently. For every $s\neq-1$ we have $P(s)S(s)=J/2$, so $2P_1S_1-P_0S_0=J/2$, with trace one.

## Higher orders

To predict step $m$ from steps $0,\dots,m-1$, polynomial extrapolation uses the weights $w_k=(-1)^{m+k+1}\binom mk$ for $k<m$; $m=2$ gives back $2X_1-X_0$. Now count from the first step: $1+s_k=a_k=u+kh$, so $u$ belongs to step 0 and no longer to the middle step. The electron number of the extrapolated density is

$$a_m\sum_{k<m}\frac{w_k}{a_k}=-(-1)^m a_m\sum_{k<m}(-1)^k\binom mk\frac1{a_k}.$$

The full sum, with $k=m$ included, is up to the sign $(-1)^m$ the $m$-th finite difference of the reciprocal:

$$D_m(u)=\sum_{k=0}^m(-1)^k\binom mk\frac1{u+kh}=\frac{m!\,h^m}{\prod_{k=0}^m a_k}.$$

For $m=0$ both sides are $1/u$. Pascal's rule gives $D_{m+1}(u)=D_m(u)-D_m(u+h)$. Over the common denominator $\prod_{k=0}^{m+1}a_k$ the numerator is $m!\,h^m(a_{m+1}-a_0)=(m+1)!\,h^{m+1}$, which is the next case. Removing the last term, $(-1)^m/a_m$, and multiplying by $-(-1)^m a_m$ leaves

$$1-\frac{m!\,(-h)^m}{\prod_{k<m}a_k}.$$

For even $m$, positive $a_k$ and $h\ne0$ this is below one. For odd $m$ the sign of the error follows $h$.

For $PS$, the binomial theorem gives $0=(-1+1)^m=\sum_{k\le m}(-1)^k\binom mk$ when $m\ge1$, hence $\sum_{k<m}w_k=1$. If $\operatorname{tr}(P_kS_k)=N$ at every earlier step, the extrapolated product has trace $\sum_{k<m} w_kN=N$. Here your argument about the coefficients is right, because each matrix is paired with its own overlap.

## What the Lean statements say

`overlap s` and `density s` are $S(s)$ and $P(s)$ as real $2\times2$ matrices, and `electrons P S` is $\operatorname{tr}(PS)$, counted for one spin channel. `weight m k` is $w_k$, and `extrapolate m X` is the weighted sum over the $m$ earlier matrices.

- `linear_extrapolation` is your three-step case, with `u` at the middle step. It assumes $u>0$, $u-h>0$ and $h\neq0$, and gives the electron number of $2P_1-P_0$, the positivity of the loss, and trace one for the extrapolated product.
- `electrons_extrapolated_density` is the formula for every $m$, with `u` at step 0 and all $a_k$ up to $k=m$ non-zero. For $m=0$ the prediction is the zero matrix, and the formula correctly gives zero.
- `even_order_loses_electrons` adds positivity, even $m$ and $h\ne0$, and concludes that the count is below one. The "order" in its name is the number $m$ of earlier steps, not the degree $m-1$ of the polynomial.
- `trace_extrapolated_PS` holds for any finite basis, any real $N$ and any $m\geq1$. It needs neither equal steps nor idempotent densities.

Equal steps in $s$ are a real restriction, and a short time step does not remove it: the loss is of second order in the step, and so in general is the change from one overlap increment to the next. With overlaps 0.2, 0.3 and 0.45, which grow by a constant factor, linear extrapolation of $P$ gives about 1.022 electrons, a gain. The extrapolated $PS$ still has trace one. A linearly independent basis has $|s|<1$, but the theorems do not require the upper bound. To get a starting density from an extrapolated $PS$, multiply it from the right by the inverse of the new overlap matrix. For this dimer that gives the exact new density. In a general basis the result still holds $N$ electrons, but it need not be symmetric, and the extrapolated $PS$ need not be idempotent.

In extended Lagrangian dynamics, $2X_1-X_0$ is the Verlet step for the auxiliary electronic variable without its force term. If its two earlier values are taken from the exact bonding densities of this dimer, and the overlap changes by equal non-zero steps, the bare step loses charge for $X=P$ and keeps it for $X=PS$.

```lean
import Mathlib

open Finset

namespace DensityExtrapolation

noncomputable section

variable {n : Type*} [Fintype n]

/-- Overlap matrix of two normalised basis functions with mutual overlap `s`. -/
def overlap (s : ℝ) : Matrix (Fin 2) (Fin 2) ℝ := !![1, s; s, 1]

/-- Density matrix of one electron in the bonding orbital of the dimer, for `1 + s ≠ 0`. -/
def density (s : ℝ) : Matrix (Fin 2) (Fin 2) ℝ := (1 / (2 * (1 + s))) • !![1, 1; 1, 1]

/-- Electron number `tr (P S)` of a density matrix `P` in a basis with overlap matrix `S`. -/
def electrons (P S : Matrix n n ℝ) : ℝ := (P * S).trace

/-- Weight of step `k` when step `m` is predicted from the steps `0, ..., m - 1` by
polynomial extrapolation. -/
def weight (m k : ℕ) : ℝ := (-1) ^ (m + k + 1) * (m.choose k : ℝ)

/-- Prediction of a matrix at step `m` from its values at the `m` earlier steps. -/
def extrapolate (m : ℕ) (X : ℕ → Matrix n n ℝ) : Matrix n n ℝ :=
  ∑ k ∈ range m, weight m k • X k

/-- For `1 + s ≠ 0` the product `P S` of the dimer does not depend on the overlap `s`. -/
theorem density_mul_overlap {s : ℝ} (hs : 1 + s ≠ 0) :
    density s * overlap s = !![1 / 2, 1 / 2; 1 / 2, 1 / 2] := by
  ext i j
  fin_cases i <;> fin_cases j <;> simp [density, overlap] <;> field_simp <;> ring

/-- For `1 + s ≠ 0` the dimer density is idempotent in its own overlap metric, `P S P = P`. -/
theorem density_idempotent {s : ℝ} (hs : 1 + s ≠ 0) :
    density s * overlap s * density s = density s := by
  rw [density_mul_overlap hs]
  ext i j
  fin_cases i <;> fin_cases j <;> simp [density] <;> ring

/-- A density built at overlap `s`, with `1 + s ≠ 0`, and measured at overlap `t` holds
`(1 + t) / (1 + s)` electrons. -/
theorem electrons_cross {s : ℝ} (t : ℝ) (hs : 1 + s ≠ 0) :
    (1 + s) * electrons (density s) (overlap t) = 1 + t := by
  have e : electrons (density s) (overlap t) = (1 / (2 * (1 + s))) * (2 * (1 + t)) := by
    simp only [electrons, density, Matrix.smul_mul, Matrix.trace_smul, smul_eq_mul]
    congr 1
    simp [overlap, Matrix.trace_fin_two]
    ring
  rw [e]
  field_simp

/-- Pascal's rule for alternating binomial sums: a difference of order `m + 1` is the
difference of two neighbouring differences of order `m`. -/
theorem difference_succ (m : ℕ) (f : ℕ → ℝ) :
    ∑ k ∈ range (m + 1 + 1), (-1 : ℝ) ^ k * ((m + 1).choose k : ℝ) * f k =
      ∑ k ∈ range (m + 1), (-1 : ℝ) ^ k * (m.choose k : ℝ) * f k -
        ∑ k ∈ range (m + 1), (-1 : ℝ) ^ k * (m.choose k : ℝ) * f (k + 1) := by
  have e : ∑ k ∈ range (m + 1 + 1), (-1 : ℝ) ^ k * (m.choose k : ℝ) * f k =
      ∑ k ∈ range (m + 1), (-1 : ℝ) ^ k * (m.choose k : ℝ) * f k := by
    rw [sum_range_succ _ (m + 1)]
    simp
  have e1 : ∑ k ∈ range (m + 1), (-1 : ℝ) ^ (k + 1) * ((m + 1).choose (k + 1) : ℝ) * f (k + 1) =
      ∑ k ∈ range (m + 1), (-1 : ℝ) ^ (k + 1) * (m.choose (k + 1) : ℝ) * f (k + 1) -
        ∑ k ∈ range (m + 1), (-1 : ℝ) ^ k * (m.choose k : ℝ) * f (k + 1) := by
    rw [← sum_sub_distrib]
    refine sum_congr rfl fun k _ => ?_
    rw [Nat.choose_succ_succ']
    push_cast
    ring
  rw [sum_range_succ' _ (m + 1)] at e
  rw [sum_range_succ' _ (m + 1), e1]
  simp only [Nat.choose_zero_right] at e ⊢
  linarith

/-- Closed form of the `m`-th finite difference of the reciprocal on an evenly spaced grid
that avoids zero. -/
theorem inverse_difference (h : ℝ) (m : ℕ) : ∀ u : ℝ, (∀ k ≤ m, u + (k : ℝ) * h ≠ 0) →
    ∑ k ∈ range (m + 1), (-1 : ℝ) ^ k * (m.choose k : ℝ) * (u + (k : ℝ) * h)⁻¹ =
      (m.factorial : ℝ) * h ^ m / ∏ k ∈ range (m + 1), (u + (k : ℝ) * h) := by
  induction m with
  | zero => intro u _; simp
  | succ m ih =>
    intro u hu
    have shift : ∀ k : ℕ, u + h + (k : ℝ) * h = u + ((k + 1 : ℕ) : ℝ) * h := by
      intro k
      push_cast
      ring
    have i0 := ih u fun k hk => hu k (by omega)
    have i1 := ih (u + h) fun k hk => by
      rw [shift]
      exact hu (k + 1) (by omega)
    simp only [shift] at i1
    have h0 : u ≠ 0 := by simpa using hu 0 (by omega)
    have hl := hu (m + 1) le_rfl
    -- both products are the full product with one end point removed
    have q0 : (m.factorial : ℝ) * h ^ m / ∏ k ∈ range (m + 1), (u + (k : ℝ) * h) =
        (m.factorial : ℝ) * h ^ m * (u + ((m + 1 : ℕ) : ℝ) * h) /
          ∏ k ∈ range (m + 1 + 1), (u + (k : ℝ) * h) := by
      rw [prod_range_succ _ (m + 1), mul_div_mul_right _ _ hl]
    have q1 : (m.factorial : ℝ) * h ^ m / ∏ k ∈ range (m + 1), (u + ((k + 1 : ℕ) : ℝ) * h) =
        (m.factorial : ℝ) * h ^ m * u / ∏ k ∈ range (m + 1 + 1), (u + (k : ℝ) * h) := by
      rw [prod_range_succ' _ (m + 1), Nat.cast_zero, zero_mul, add_zero,
        mul_div_mul_right _ _ h0]
    rw [difference_succ m (fun k => (u + (k : ℝ) * h)⁻¹), i0, i1, q0, q1, ← sub_div,
      Nat.factorial_succ]
    push_cast
    ring

/-- Extrapolating `P` from `m` earlier steps along evenly spaced overlaps `1 + s k = u + k h ≠ 0`
changes the electron number from one to `1 - m! (-h)^m / ∏ (u + k h)`, the product taken over
`k < m`. -/
theorem electrons_extrapolated_density (m : ℕ) (u h : ℝ) (s : ℕ → ℝ)
    (hs : ∀ k ≤ m, 1 + s k = u + (k : ℝ) * h) (hu : ∀ k ≤ m, u + (k : ℝ) * h ≠ 0) :
    electrons (extrapolate m fun k => density (s k)) (overlap (s m)) =
      1 - (m.factorial : ℝ) * (-h) ^ m / ∏ k ∈ range m, (u + (k : ℝ) * h) := by
  have hsq : (-1 : ℝ) ^ m * (-1) ^ m = 1 := by
    rw [← mul_pow]
    norm_num
  have hp : ∏ k ∈ range m, (u + (k : ℝ) * h) ≠ 0 :=
    prod_ne_zero_iff.mpr fun k hk => hu k (mem_range.mp hk).le
  have alg : ∀ a p F e : ℝ, a ≠ 0 → p ≠ 0 → e * e = 1 →
      -(e * a) * (F / (p * a) - e * a⁻¹) = 1 - e * F / p := by
    intro a p F e ha hp he
    have c1 : a * (F / (p * a)) = F / p := by field_simp
    have c2 : a * a⁻¹ = 1 := mul_inv_cancel₀ ha
    linear_combination (-e) * c1 + e * e * c2 + he
  -- the electron number is a weighted sum of the ratios `(1 + s m) / (1 + s k)`
  have key : electrons (extrapolate m fun k => density (s k)) (overlap (s m)) =
      -((-1) ^ m * (u + (m : ℝ) * h)) *
        ∑ k ∈ range m, (-1 : ℝ) ^ k * (m.choose k : ℝ) * (u + (k : ℝ) * h)⁻¹ := by
    unfold electrons extrapolate
    rw [Finset.sum_mul, Matrix.trace_sum, Finset.mul_sum]
    refine sum_congr rfl fun k hk => ?_
    have hkm : k ≤ m := (mem_range.mp hk).le
    have c := electrons_cross (s := s k) (s m) (by rw [hs k hkm]; exact hu k hkm)
    rw [hs k hkm, hs m le_rfl] at c
    have c' : (density (s k) * overlap (s m)).trace =
        (u + (m : ℝ) * h) * (u + (k : ℝ) * h)⁻¹ := by
      rw [← c, mul_comm (u + (k : ℝ) * h), mul_assoc, mul_inv_cancel₀ (hu k hkm), mul_one]
      rfl
    rw [Matrix.smul_mul, Matrix.trace_smul, smul_eq_mul, c', weight, pow_succ, pow_add]
    ring
  have d := inverse_difference h m u hu
  rw [sum_range_succ, prod_range_succ, Nat.choose_self, Nat.cast_one, mul_one] at d
  rw [key, eq_sub_of_add_eq d, alg _ _ _ _ (hu m le_rfl) hp hsq, neg_pow h m]
  ring

/-- Extrapolation of `P` from an even number `m` of earlier steps loses electrons whenever the
overlap changes by equal non-zero steps `h` and all `1 + s k = u + k h` are positive. -/
theorem even_order_loses_electrons {m : ℕ} (hm : Even m) {u h : ℝ} (hh : h ≠ 0) (s : ℕ → ℝ)
    (hs : ∀ k ≤ m, 1 + s k = u + (k : ℝ) * h) (hu : ∀ k ≤ m, 0 < u + (k : ℝ) * h) :
    electrons (extrapolate m fun k => density (s k)) (overlap (s m)) < 1 := by
  rw [electrons_extrapolated_density m u h s hs fun k hk => (hu k hk).ne']
  have h1 : 0 < (-h) ^ m := hm.pow_pos (neg_ne_zero.mpr hh)
  have h2 : 0 < ∏ k ∈ range m, (u + (k : ℝ) * h) :=
    prod_pos fun k hk => hu k (mem_range.mp hk).le
  have h3 : 0 < (m.factorial : ℝ) := by exact_mod_cast m.factorial_pos
  have h4 := div_pos (mul_pos h3 h1) h2
  linarith

/-- In any finite basis, extrapolating `P S` from `m ≥ 1` steps that each hold `N` electrons
gives a matrix of trace `N`. -/
theorem trace_extrapolated_PS {m : ℕ} (hm : m ≠ 0) (P S : ℕ → Matrix n n ℝ) (N : ℝ)
    (hN : ∀ k < m, electrons (P k) (S k) = N) :
    (extrapolate m fun k => P k * S k).trace = N := by
  have hsq : (-1 : ℝ) ^ m * (-1) ^ m = 1 := by
    rw [← mul_pow]
    norm_num
  -- the weights sum to one by the binomial theorem for (-1 + 1)^m
  have b := add_pow (-1 : ℝ) 1 m
  rw [neg_add_cancel, zero_pow hm, sum_range_succ] at b
  simp only [one_pow, mul_one, Nat.choose_self, Nat.cast_one] at b
  have w : ∑ k ∈ range m, weight m k =
      -(-1) ^ m * ∑ k ∈ range m, (-1 : ℝ) ^ k * (m.choose k : ℝ) := by
    rw [Finset.mul_sum]
    refine sum_congr rfl fun k _ => ?_
    rw [weight, pow_succ, pow_add]
    ring
  have w1 : ∑ k ∈ range m, weight m k = 1 := by
    rw [w]
    linear_combination (-1 : ℝ) ^ m * b + hsq
  have t : (extrapolate m fun k => P k * S k).trace = ∑ k ∈ range m, weight m k * N := by
    unfold extrapolate
    rw [Matrix.trace_sum]
    refine sum_congr rfl fun k hk => ?_
    rw [Matrix.trace_smul, smul_eq_mul, ← hN k (mem_range.mp hk)]
    rfl
  rw [t, ← Finset.sum_mul, w1, one_mul]

/-- The dimer with overlaps `1 / (k + 2)` holds one electron at every step `k`. -/
theorem trace_extrapolated_PS_witness (k : ℕ) :
    electrons (density (1 / ((k : ℝ) + 2))) (overlap (1 / ((k : ℝ) + 2))) = 1 := by
  have h : (1 : ℝ) + 1 / ((k : ℝ) + 2) ≠ 0 := by positivity
  exact mul_left_cancel₀ h (by rw [electrons_cross _ h, mul_one])

/-- Three steps with `1 + s` equal to `u - h`, `u`, `u + h`, where `u` and `u - h` are positive
and `h ≠ 0`: linear extrapolation of `P` loses `2 h² / (u (u - h))` electrons, a positive
number, and linear extrapolation of `P S` loses none. -/
theorem linear_extrapolation {u h s₀ s₁ s₂ : ℝ} (hu : 0 < u) (huh : 0 < u - h) (hh : h ≠ 0)
    (h₀ : 1 + s₀ = u - h) (h₁ : 1 + s₁ = u) (h₂ : 1 + s₂ = u + h) :
    electrons ((2 : ℝ) • density s₁ - density s₀) (overlap s₂) = 1 - 2 * h ^ 2 / (u * (u - h)) ∧
      0 < 2 * h ^ 2 / (u * (u - h)) ∧
      ((2 : ℝ) • (density s₁ * overlap s₁) - density s₀ * overlap s₀).trace = 1 := by
  have n₀ : 1 + s₀ ≠ 0 := by rw [h₀]; exact huh.ne'
  have n₁ : 1 + s₁ ≠ 0 := by rw [h₁]; exact hu.ne'
  refine ⟨?_, by positivity, ?_⟩
  · have a := electrons_cross s₂ n₀
    have b := electrons_cross s₂ n₁
    rw [h₀, h₂, mul_comm] at a
    rw [h₁, h₂, mul_comm] at b
    have a' := eq_div_of_mul_eq huh.ne' a
    have b' := eq_div_of_mul_eq hu.ne' b
    unfold electrons at a' b' ⊢
    rw [Matrix.sub_mul, Matrix.smul_mul, Matrix.trace_sub, Matrix.trace_smul, smul_eq_mul, a', b']
    have hne := huh.ne'
    field_simp
    ring
  · rw [density_mul_overlap n₀, density_mul_overlap n₁, Matrix.trace_sub, Matrix.trace_smul,
      Matrix.trace_fin_two]
    norm_num

end

end DensityExtrapolation
```

```lean
#print axioms DensityExtrapolation.density_idempotent
-- 'DensityExtrapolation.density_idempotent' depends on axioms: [propext, Classical.choice, Quot.sound]
#print axioms DensityExtrapolation.even_order_loses_electrons
-- 'DensityExtrapolation.even_order_loses_electrons' depends on axioms: [propext, Classical.choice, Quot.sound]
#print axioms DensityExtrapolation.trace_extrapolated_PS
-- 'DensityExtrapolation.trace_extrapolated_PS' depends on axioms: [propext, Classical.choice, Quot.sound]
#print axioms DensityExtrapolation.linear_extrapolation
-- 'DensityExtrapolation.linear_extrapolation' depends on axioms: [propext, Classical.choice, Quot.sound]
```

## From the matrix products to the electron count

`density_mul_overlap` checks $P(s)S(s)=J/2$ entry by entry, and `density_idempotent` uses it to confirm $PSP=P$. `electrons_cross` is the ratio $(1+t)/(1+s)$, stated with the denominator multiplied out.

`difference_succ` is the Pascal step for an arbitrary function `f`. It splits off the $k=0$ term, applies `Nat.choose_succ_succ'` to the others, and uses the auxiliary equation `e` to add a term whose binomial coefficient vanishes. `inverse_difference` is the induction for $D_m$. Its statement quantifies over all `u`, because the induction hypothesis is used at both $u$ and $u+h$. The equations `q0` and `q1` put the two differences over the common denominator, and `ring` finishes the subtraction of numerators.

In `electrons_extrapolated_density`, `key` turns the trace into the weighted sum of reciprocals by applying `electrons_cross` to each term. The closed form is then split at its last term, and `alg` carries out the final multiplication, using $(-1)^m(-1)^m=1$. The inequality for even $m$ follows because the factorial, the power $(-h)^m$ and the product are all positive.

For `trace_extrapolated_PS`, `b` is the expansion of $(-1+1)^m$, `w1` says that the weights sum to one, and `t` takes the trace through the sum. `trace_extrapolated_PS_witness` supplies an example that meets its assumption: the dimer with overlaps $1/(k+2)$ holds one electron at every step.

`linear_extrapolation` is proved directly and not as the case $m=2$. Two uses of `electrons_cross` give the ratios $(u+h)/(u-h)$ and $(u+h)/u$, which `field_simp` and `ring` combine as in the three-step calculation above. The part about $PS$ replaces both products by $J/2$ and takes the trace.
